# Scissors shift and rescaled two-band Kane model: the exact difference of their squared splittings

## Two ways to open a gap

A band-structure calculation with a semilocal density functional usually gives a semiconductor gap that is too small. A common repair is the scissors correction: all conduction levels are moved up by one constant energy, and the wave functions are left alone.

Someone who describes the bands near the gap by a two-band Kane model can also proceed differently. The corrected gap is put into the model as a parameter, and the interband coupling is readjusted so that the curvature at the band edge stays what it was. Both procedures give the same gap and the same curvature at \(k=0\). The question is whether they give the same bands elsewhere.

## The two-band Hamiltonian

Let \(g>0\) be the uncorrected gap, \(k\) a real wave number along one direction, and \(P\) the real interband coupling, which is proportional to the momentum matrix element between the two band-edge states. The Hamiltonian is

\[
H=\begin{pmatrix} g/2 & Pk\\ Pk & -g/2\end{pmatrix},\qquad
H^2=\left(\frac{g^2}{4}+P^2k^2\right)\mathbb 1=\frac{S^2}{4}\,\mathbb 1,\qquad
S(k)=\sqrt{g^2+4P^2k^2}.
\]

The levels are therefore \(\pm S/2\), and \(S\) is the splitting. The free-electron kinetic energy is left out; it would be the same in both diagonal entries and would cancel in the splitting. Spin, the heavy-hole and split-off bands and the coupling to remote bands, which fuller Kane models contain, are absent too.

## The rigid shift as an operator

The projector on the upper band is

\[
C=\tfrac12\left(\mathbb 1+\frac{2H}{S}\right).
\]

From \(H^2=S^2/4\) we get

\[
C^2=\tfrac14\left(\mathbb 1+\frac{4H}{S}+\frac{4H^2}{S^2}\right)=C,\qquad
HC=\tfrac12\left(H+\frac S2\,\mathbb 1\right)=\frac S2\,C .
\]

Since \(H\) is traceless, \(C\) has trace one. The scissors Hamiltonian adds the shift \(D\) on this band only:

\[
H+DC=\frac D2\,\mathbb 1+\left(1+\frac DS\right)H .
\]

Its levels are \(\frac D2\pm\frac{S+D}{2}\), that is, \(\frac S2+D\) and \(-\frac S2\). The splitting is now \(S+D\), provided that this is not negative. The constant \(D\) stands for the gap error of the starting calculation and has to be supplied from elsewhere.

## Matching the curvature at the band edge

Differentiating the splitting gives

\[
\frac{dS}{dk}=\frac{4P^2k}{S},\qquad
\left.\frac{d^2S}{dk^2}\right|_{k=0}=\frac{4P^2\,S(0)-0}{S(0)^2}=\frac{4P^2}{g}.
\]

Adding \(D\) to \(S\) changes neither derivative. Now take a two-band model with gap \(g+D>0\) and coupling \(\tilde P\), where

\[
\tilde P^2=P^2\,\frac{g+D}{g}.
\]

Its curvature at \(k=0\) is \(4\tilde P^2/(g+D)=4P^2/g\), as required.

## The excess away from the band edge

Let \(\tilde S\) be the splitting of the rescaled model. Eliminating the wave number by \(4P^2k^2=S^2-g^2\) gives

\[
\tilde S^2=(g+D)^2+(S^2-g^2)\,\frac{g+D}{g}.
\]

Subtracting \((S+D)^2\) and expanding, we find

\[
\tilde S^2-(S+D)^2
= gD-2SD+\frac{DS^2}{g}
=\frac{D\,(S-g)^2}{g}.
\]

At \(k=0\) we have \(S=g\), and the excess vanishes. If \(D>0\), \(P\neq0\) and \(k\neq0\), then \(S>g\), the excess is positive, and \(\tilde S>S+D\). For this two-band model, a fit to the corrected gap and the band-edge curvature thus overestimates the scissors-corrected transition energies at every other \(k\).

## No other gap and coupling will do

Perhaps a different choice of parameters would reproduce \(S+D\) everywhere. Suppose that a model with gap \(g'\) and coupling \(P'\) does so, and write \(a=S(1)\), \(b=S(2)\) in some unit of wave number. Then

\[
(g+D)^2=g'^2,\qquad (a+D)^2=g'^2+4P'^2,\qquad (b+D)^2=g'^2+16P'^2 .
\]

Three times the first equation, minus four times the second, plus the third removes \(g'\) and \(P'\). The original splittings satisfy \(b^2-4a^2+3g^2=0\) in the same way. What remains is

\[
2D\,(b-4a+3g)=0 .
\]

For \(D\neq0\) this gives \(b=4a-3g\). Inserting it into \(b^2=4a^2-3g^2\) yields \(12(a-g)^2=0\), so \(a=g\), and then \(a^2=g^2+4P^2\) forces \(P=0\). With \(P\neq0\) this is a contradiction.

## The statements in Lean

All parameters are real numbers, and the Hamiltonians are real 2×2 matrices. The correspondence is as follows.

- `kaneH g P k` is \(H\), `splitting g P k` is \(S(k)\), and `condProj g P k` is \(C\).
- `scissorsH g D P k` is \(H+DC\).
- `scaledP g D P` is \(\tilde P\), taken with the sign of \(P\). The rescaled splitting \(\tilde S(k)\) is therefore `splitting (g + D) (scaledP g D P) k`.

The function `splitting` is defined by its formula. Its meaning as a level difference comes from `kane_levels` and `scissors_levels`, which factorise the characteristic determinant for every energy `E`.

The main theorem, `rescaled_vs_scissors`, assumes `0 < g` and `0 < g + D`: the gap is open before and after the correction. A negative \(D\) is allowed within that limit. The theorem first equates the two second derivatives at \(k=0\), then gives the difference of the squared splittings for every real \(k\). The strict inequality `scissors_lt_rescaled` needs \(D>0\), \(P\neq0\) and \(k\neq0\).

The theorem `no_two_band_model` takes \(g>0\), \(D\neq0\) and \(P\neq0\), and lets `g'` and `P'` be any real numbers. It excludes agreement at all \(k\) together; agreement at single points remains possible, as \(k=0\) shows.

The comparison of the two corrected models concerns the splittings only. Their absolute levels, eigenvectors and optical matrix elements are not compared, and \(D\) is the same at every \(k\).

## The complete file

```lean
import Mathlib

open Matrix

namespace KaneScissors

noncomputable section

/-- The two-band Kane Hamiltonian with gap `g` and interband coupling `P` at wave number `k`. -/
def kaneH (g P k : ℝ) : Matrix (Fin 2) (Fin 2) ℝ :=
  !![g / 2, P * k; P * k, -(g / 2)]

/-- The band splitting `S(k) = √(g² + 4P²k²)`. -/
def splitting (g P k : ℝ) : ℝ := √(g ^ 2 + 4 * P ^ 2 * k ^ 2)

/-- The conduction-band projector `(1 + 2H/S)/2`, for nonzero splitting `S`. -/
def condProj (g P k : ℝ) : Matrix (Fin 2) (Fin 2) ℝ :=
  (1 / 2 : ℝ) • (1 + (2 / splitting g P k) • kaneH g P k)

/-- The scissors-corrected Hamiltonian: the conduction band is shifted rigidly by `D`,
for nonzero splitting. -/
def scissorsH (g D P k : ℝ) : Matrix (Fin 2) (Fin 2) ℝ :=
  kaneH g P k + D • condProj g P k

/-- The coupling whose square is `P²(g + D)/g`, for `g > 0` and `g + D ≥ 0`. -/
def scaledP (g D P : ℝ) : ℝ := P * √((g + D) / g)

/-- The squared splitting is `g² + 4P²k²`. -/
theorem splitting_sq (g P k : ℝ) :
    splitting g P k ^ 2 = g ^ 2 + 4 * P ^ 2 * k ^ 2 :=
  Real.sq_sqrt (by positivity)

/-- For a positive gap, `condProj` is a projector of trace one, and the Hamiltonian acts
as `S/2` on its range and as `-S/2` on the range of its complement. -/
theorem condProj_spec {g : ℝ} (hg : 0 < g) (P k : ℝ) :
    condProj g P k * condProj g P k = condProj g P k ∧
    (condProj g P k).trace = 1 ∧
    kaneH g P k * condProj g P k = (splitting g P k / 2) • condProj g P k ∧
    kaneH g P k * (1 - condProj g P k) =
      (-(splitting g P k / 2)) • (1 - condProj g P k) := by
  have hne : splitting g P k ≠ 0 := (Real.sqrt_pos.2 (by positivity)).ne'
  -- the Hamiltonian squares to a multiple of the identity
  have hH : kaneH g P k * kaneH g P k = (splitting g P k ^ 2 / 4) • 1 := by
    rw [splitting_sq]
    ext i j
    fin_cases i <;> fin_cases j <;>
      simp [kaneH, Matrix.mul_apply, Fin.sum_univ_succ] <;> ring
  have hc : kaneH g P k * condProj g P k = (splitting g P k / 2) • condProj g P k := by
    simp only [condProj, mul_smul_comm, mul_add, mul_one, hH]
    match_scalars <;> field_simp
    ring
  refine ⟨?_, ?_, hc, ?_⟩
  · simp only [condProj, smul_mul_assoc, mul_smul_comm, add_mul, mul_add, one_mul,
      mul_one, hH]
    match_scalars <;> field_simp <;> ring
  · rw [Matrix.trace_fin_two]
    simp [condProj, kaneH]
    ring
  · rw [mul_sub, mul_one, hc]
    simp only [condProj]
    match_scalars <;> field_simp <;> ring

/-- The energy levels of the Kane Hamiltonian are `S/2` and `-S/2`. -/
theorem kane_levels (g P k E : ℝ) :
    (E • (1 : Matrix (Fin 2) (Fin 2) ℝ) - kaneH g P k).det =
      (E - splitting g P k / 2) * (E + splitting g P k / 2) := by
  have hs := splitting_sq g P k
  rw [Matrix.det_fin_two]
  simp [kaneH]
  linear_combination (1 / 4 : ℝ) * hs

/-- For a positive gap, the scissors-corrected levels are `S/2 + D` and `-S/2`. -/
theorem scissors_levels {g : ℝ} (hg : 0 < g) (D P k E : ℝ) :
    (E • (1 : Matrix (Fin 2) (Fin 2) ℝ) - scissorsH g D P k).det =
      (E - (splitting g P k / 2 + D)) * (E + splitting g P k / 2) := by
  have hs := splitting_sq g P k
  have hne : splitting g P k ≠ 0 := (Real.sqrt_pos.2 (by positivity)).ne'
  have hc : splitting g P k * (splitting g P k)⁻¹ = 1 := mul_inv_cancel₀ hne
  rw [Matrix.det_fin_two]
  simp [scissorsH, condProj, kaneH, div_eq_mul_inv]
  -- treat the splitting and its inverse as independent symbols tied by `hc`
  generalize (splitting g P k)⁻¹ = c at hc ⊢
  generalize splitting g P k = s at hs hc ⊢
  linear_combination (1 + D * c) ^ 2 / 4 * hs - D * (2 * s + D + D * s * c) / 4 * hc

/-- At `k = 0` the splitting equals the gap, if the gap is nonnegative. -/
theorem splitting_zero {g : ℝ} (hg : 0 ≤ g) (P : ℝ) : splitting g P 0 = g := by
  rw [splitting, show g ^ 2 + 4 * P ^ 2 * (0 : ℝ) ^ 2 = g ^ 2 by ring, Real.sqrt_sq hg]

/-- For a positive gap, the slope of the splitting is `4P²k/S(k)`. -/
theorem hasDerivAt_splitting {g : ℝ} (hg : 0 < g) (P k : ℝ) :
    HasDerivAt (splitting g P) (4 * P ^ 2 * k / splitting g P k) k := by
  have h1 : HasDerivAt (fun x : ℝ => g ^ 2 + 4 * P ^ 2 * x ^ 2)
      (2 * (4 * P ^ 2 * k)) k :=
    (((hasDerivAt_pow 2 k).const_mul (4 * P ^ 2)).const_add (g ^ 2)).congr_deriv
      (by push_cast; ring)
  have hne : g ^ 2 + 4 * P ^ 2 * k ^ 2 ≠ 0 := by positivity
  exact (h1.sqrt hne).congr_deriv (mul_div_mul_left _ _ two_ne_zero)

/-- For a positive gap, the curvature of the splitting at `k = 0` is `4P²/g`. -/
theorem curvature {g : ℝ} (hg : 0 < g) (P : ℝ) :
    deriv (deriv (splitting g P)) 0 = 4 * P ^ 2 / g := by
  have h1 : deriv (splitting g P) = fun k => 4 * P ^ 2 * k / splitting g P k :=
    funext fun k => (hasDerivAt_splitting hg P k).deriv
  have hne : splitting g P 0 ≠ 0 := by rw [splitting_zero hg.le]; exact hg.ne'
  have h2 := ((hasDerivAt_id' (0 : ℝ)).const_mul (4 * P ^ 2)).fun_div
    (hasDerivAt_splitting hg P 0) hne
  rw [h1, h2.deriv, splitting_zero hg.le]
  simp only [mul_zero, zero_div, sub_zero, mul_one]
  field_simp

/-- If the gaps `g` and `g + D` are positive, the rescaled two-band model and the scissors
shift have equal curvature at `k = 0`, and their squared splittings differ by
`D(S - g)²/g` at every `k`. -/
theorem rescaled_vs_scissors {g D : ℝ} (hg : 0 < g) (hgD : 0 < g + D) (P : ℝ) :
    deriv (deriv (splitting (g + D) (scaledP g D P))) 0 =
      deriv (deriv (fun k => splitting g P k + D)) 0 ∧
    ∀ k, splitting (g + D) (scaledP g D P) k ^ 2 - (splitting g P k + D) ^ 2 =
      D * (splitting g P k - g) ^ 2 / g := by
  have hP : scaledP g D P ^ 2 = P ^ 2 * ((g + D) / g) := by
    rw [scaledP, mul_pow, Real.sq_sqrt (by positivity)]
  constructor
  · -- a rigid shift leaves the slope unchanged
    have h : deriv (fun k => splitting g P k + D) = deriv (splitting g P) :=
      funext fun k => ((hasDerivAt_splitting hg P k).add_const D).deriv.trans
        (hasDerivAt_splitting hg P k).deriv.symm
    have hne : g + D ≠ 0 := hgD.ne'
    rw [h, curvature hg, curvature hgD, hP]
    field_simp
  · intro k
    -- eliminate the wave number in favour of the splitting
    have hk : 4 * (P ^ 2 * ((g + D) / g)) * k ^ 2 =
        (splitting g P k ^ 2 - g ^ 2) * ((g + D) / g) := by
      rw [splitting_sq]; ring
    rw [splitting_sq, hP, hk]
    field_simp
    ring

/-- For positive `g` and `D` and nonzero coupling, the rescaled model has a strictly larger
splitting than the scissors shift at every `k ≠ 0`. -/
theorem scissors_lt_rescaled {g D P k : ℝ} (hg : 0 < g) (hD : 0 < D)
    (hP : P ≠ 0) (hk : k ≠ 0) :
    splitting g P k + D < splitting (g + D) (scaledP g D P) k := by
  have hex := (rescaled_vs_scissors hg (add_pos hg hD) P).2 k
  have hs := splitting_sq g P k
  have hpos : 0 < 4 * P ^ 2 * k ^ 2 := by positivity
  have hne : splitting g P k - g ≠ 0 := by
    intro h
    rw [sub_eq_zero.1 h] at hs
    linarith
  have hgap : 0 < D * (splitting g P k - g) ^ 2 / g := by positivity
  exact lt_of_pow_lt_pow_left₀ 2 (Real.sqrt_nonneg _) (by linarith)

/-- For a positive gap `g`, nonzero `D` and nonzero coupling `P`, no two-band Kane model has the
splitting `S(k) + D` at all `k`. -/
theorem no_two_band_model {g D P : ℝ} (hg : 0 < g) (hD : D ≠ 0) (hP : P ≠ 0)
    (g' P' : ℝ) : ¬ ∀ k, splitting g' P' k = splitting g P k + D := by
  intro h
  have e0 := splitting_sq g' P' 0
  have e1 := splitting_sq g' P' 1
  have e2 := splitting_sq g' P' 2
  rw [h 0, splitting_zero hg.le] at e0
  rw [h 1] at e1
  rw [h 2] at e2
  have s1 := splitting_sq g P 1
  have s2 := splitting_sq g P 2
  generalize splitting g P 1 = a at e1 s1
  generalize splitting g P 2 = b at e2 s2
  -- eliminating `g'` and `P'` leaves a relation between `D` and the original splittings
  have hab : D * (b - 4 * a + 3 * g) = 0 := by linarith
  have hb : b = 4 * a - 3 * g := by
    have := (mul_eq_zero.1 hab).resolve_left hD
    linarith
  rw [hb] at s2
  have ha : (a - g) ^ 2 = 0 := by linarith
  have hag : a = g := sub_eq_zero.1 (pow_eq_zero_iff two_ne_zero |>.1 ha)
  rw [hag] at s1
  have hpos : 0 < P ^ 2 := by positivity
  linarith

end

end KaneScissors
```

```lean
#print axioms KaneScissors.scissors_levels
#print axioms KaneScissors.rescaled_vs_scissors
#print axioms KaneScissors.scissors_lt_rescaled
#print axioms KaneScissors.no_two_band_model
```

```
'KaneScissors.scissors_levels' depends on axioms: [propext, Classical.choice, Quot.sound]
'KaneScissors.rescaled_vs_scissors' depends on axioms: [propext, Classical.choice, Quot.sound]
'KaneScissors.scissors_lt_rescaled' depends on axioms: [propext, Classical.choice, Quot.sound]
'KaneScissors.no_two_band_model' depends on axioms: [propext, Classical.choice, Quot.sound]
```

## Projector and levels in the proof

The lemma `splitting_sq` removes the square root and is used in most of the later proofs. In `condProj_spec`, the step `hH` is \(H^2=S^2/4\), checked entry by entry. The remaining products are expanded with `hH`, and `match_scalars` compares the coefficients of \(\mathbb 1\) and \(H\) on both sides. This is the calculation of \(C^2\) and \(HC\) above; the last part does the same for the complement \(\mathbb 1-C\), on which \(H\) acts as \(-S/2\).

For `kane_levels`, the determinant is written out, and `linear_combination` inserts a quarter of the identity for \(S^2\). The proof of `scissors_levels` works with the matrix entries, which contain both \(S\) and \(1/S\). It names them `s` and `c`, keeps the relation \(sc=1\), and checks the factorisation as a polynomial identity. The factor `(1 + D * c) ^ 2 / 4` in the certificate comes from the prefactor \(1+D/S\) of \(H\) in the scissors Hamiltonian.

## Derivatives and the excess in the proof

The value \(S(0)=g\) is `splitting_zero`. The chain rule for the square root gives `hasDerivAt_splitting`, and `curvature` applies the quotient rule to \(4P^2k/S\) at \(k=0\).

In `rescaled_vs_scissors`, `hP` computes \(\tilde P^2\). For the curvatures, `h` says that the constant \(D\) doesn't affect the slope, after which `curvature` is used once for each gap. For the excess, `hk` eliminates \(k\) in favour of \(S\), and `field_simp` followed by `ring` carries out the expansion.

The proof of `scissors_lt_rescaled` shows that \(S\neq g\), since \(S=g\) would make \(4P^2k^2\) vanish. The excess is then positive, and `lt_of_pow_lt_pow_left₀` passes from the squares to the splittings, using that \(\tilde S\) is nonnegative.

## The three wave numbers in the proof

In `no_two_band_model`, the equations `e0`, `e1` and `e2` are the squared splittings of the supposed model at \(k=0,1,2\), with the assumed equality inserted; `s1` and `s2` belong to the original model. The step `hab` is the combination that removes `g'` and `P'`, and `hb` divides out the nonzero shift. Then `ha` obtains \((a-g)^2=0\), and the final `linarith` finds \(P^2=0\) in conflict with \(P^2>0\).
